# For real orbitals in one dimension, the Pauli kinetic energy density is a sum of squared Wronskians divided by twice the density

## Two kinetic energy densities

Take non-interacting fermions of one spin on a line, in orthonormal real orbitals $f_i$ with $i = 0,\dots,N-1$. In atomic units, their density and positive kinetic energy density are

$$n=\sum_i f_i^2,\qquad \tau=\tfrac12\sum_i (f_i')^2 .$$

A single orbital without nodes is fixed by the density up to a sign, and its kinetic energy density is the von Weizsaecker expression $\tau_W=n'^2/(8n)$. With several orbitals there is generally a remainder, the Pauli term $\tau-\tau_W$. What in the orbitals determines it at a given point?

The answer lies in the Wronskians $W_{ij}=f_if_j'-f_jf_i'$. If all orbitals are differentiable at $x$ and $n(x)>0$, then at $x$

$$\tau-\frac{n'^2}{8n}=\sum_{i<j}\frac{W_{ij}^2}{2n}.$$

The right-hand side is non-negative, so $\tau\ge\tau_W$ at each such point. In orbital-free density functional theory the Pauli term is the part of the non-interacting kinetic energy density that remains to be modelled once $\tau_W$ is split off; the identity gives its local value for finitely many real, non-interacting orbitals in one dimension.

## From the density to the Wronskians

The product rule gives $n'=2\sum_i f_if_i'$, hence

$$\tau_W=\frac{\left(\sum_i f_if_i'\right)^2}{2n},\qquad
\tau-\tau_W=\frac{\left(\sum_i f_i^2\right)\left(\sum_i (f_i')^2\right)-\left(\sum_i f_if_i'\right)^2}{2n}.$$

The numerator is the defect in the Cauchy–Schwarz inequality for the vectors $a_i=f_i(x)$ and $b_i=f_i'(x)$. To rewrite it, expand a square and sum over all ordered pairs:

$$\sum_{i,j}(a_ib_j-a_jb_i)^2
=2\left[\left(\sum_i a_i^2\right)\left(\sum_i b_i^2\right)-\left(\sum_i a_ib_i\right)^2\right].$$

The diagonal terms vanish, and the pairs $i<j$ and $j<i$ contribute equally. The bracket is therefore the sum over $i<j$ alone, which is Lagrange's identity. Since $a_ib_j-a_jb_i=W_{ij}$, the result follows.

A sum of non-negative terms is zero only if each term is zero. As $n>0$, the Pauli term vanishes at $x$ exactly when every $W_{ij}$ vanishes there.

## When the Pauli term vanishes everywhere

Now let the orbitals be differentiable and $n$ positive on the whole line. Then

$$\left(\frac{f_i}{\sqrt n}\right)'
=\frac{n f_i'-f_i\sum_j f_jf_j'}{n^{3/2}}
=-\frac{1}{n^{3/2}}\sum_j f_jW_{ij}.$$

If the Pauli term is zero everywhere, so is this derivative, and $f_i=c_i\sqrt n$ with a constant $c_i$. Conversely, if $f_i=c_i\sqrt n$ for all $i$, then

$$W_{ij}=c_ic_j\left[\sqrt n\,(\sqrt n)'-\sqrt n\,(\sqrt n)'\right]=0.$$

Positivity matters here: for the single normalisable orbital $f(x)=x\,e^{-x^2/2}$ the Pauli term is zero away from the node, yet $f$ is not a constant multiple of $\sqrt n=|x|\,e^{-x^2/2}$ on the whole line. For $N\ge2$, orthonormal orbitals cannot all be multiples of one function, so if their density is positive everywhere, their Pauli term is non-zero somewhere.

## One orbital, and two with a uniform density

For $N=1$ there are no pairs, so the sum is empty and $\tau=\tau_W$ wherever $n>0$.

For $N=2$ there is one Wronskian. The orbitals $\cos(kx)$ and $\sin(kx)$ have $n=1$ and $W_{01}=k$, so the Pauli term is $k^2/2$ at every point. For $k\ne0$, a uniform density thus carries a Pauli term although $\tau_W=0$. These functions are not normalised. On a ring of length $L$, with $kL$ a non-zero multiple of $2\pi$, the normalised orbitals carry a factor $\sqrt{2/L}$, and the values become $n=2/L$ and $\tau-\tau_W=k^2/L$.

## The statement in Lean

The orbitals are a family `f : Fin N → ℝ → ℝ`. The definitions `density`, `kineticDensity` and `wronskian` are the formulas above, and `weizsaeckerDensity` contains the actual derivative `deriv (density f) x`. The difference $\tau-\tau_W$ is `pauliDensity`.

The main identity, `pauliDensity_eq_sum_wronskian`, has two hypotheses: each orbital is differentiable at `x`, and `0 < density f x`. The sum `∑ j with i < j` counts each pair once. In `pauliDensity_eq_zero_iff` the Wronskians range over all `i j`, which adds only sign changes and zeros on the diagonal.

No Schrödinger equation, normalisation or orthogonality is assumed. An occupation number can be absorbed by scaling an orbital with its square root. Complex orbitals, higher dimensions and points of zero density are not treated.

```lean
import Mathlib

open Finset

namespace PauliWronskian

noncomputable section

variable {N : ℕ}

/-- The density `n = ∑ f_i²` of `N` real orbitals on the line. -/
def density (f : Fin N → ℝ → ℝ) (x : ℝ) : ℝ := ∑ i, f i x ^ 2

/-- The positive kinetic energy density `τ = (1/2) ∑ (f_i')²`. -/
def kineticDensity (f : Fin N → ℝ → ℝ) (x : ℝ) : ℝ :=
  1 / 2 * ∑ i, deriv (f i) x ^ 2

/-- The von Weizsaecker kinetic energy density `n'² / (8 n)`, meant for points where `n > 0`. -/
def weizsaeckerDensity (f : Fin N → ℝ → ℝ) (x : ℝ) : ℝ :=
  deriv (density f) x ^ 2 / (8 * density f x)

/-- The Pauli kinetic energy density `τ - n'² / (8 n)`, meant for points where `n > 0`. -/
def pauliDensity (f : Fin N → ℝ → ℝ) (x : ℝ) : ℝ :=
  kineticDensity f x - weizsaeckerDensity f x

/-- The Wronskian `f g' - g f'` of two orbitals. -/
def wronskian (f g : ℝ → ℝ) (x : ℝ) : ℝ := f x * deriv g x - g x * deriv f x

/-- Where the orbitals are differentiable, the density has the derivative `2 ∑ f_i f_i'`. -/
theorem hasDerivAt_density {f : Fin N → ℝ → ℝ} {x : ℝ}
    (hf : ∀ i, DifferentiableAt ℝ (f i) x) :
    HasDerivAt (density f) (2 * ∑ i, f i x * deriv (f i) x) x := by
  have h : HasDerivAt (fun y => ∑ i, f i y ^ 2) (∑ i, 2 * (f i x * deriv (f i) x)) x := by
    apply HasDerivAt.fun_sum
    intro i _
    have hd := (hf i).hasDerivAt
    simp only [sq]
    exact (hd.fun_mul hd).congr_deriv (by ring)
  rw [Finset.mul_sum]
  exact h

/-- Lagrange's identity: the defect in the Cauchy-Schwarz inequality is the sum of the squared
two-by-two minors over all pairs `i < j`. -/
theorem lagrange_identity (a b : Fin N → ℝ) :
    (∑ i, a i ^ 2) * (∑ i, b i ^ 2) - (∑ i, a i * b i) ^ 2 =
      ∑ i, ∑ j with i < j, (a i * b j - a j * b i) ^ 2 := by
  -- the sum over all ordered pairs is twice the defect
  have hfull : ∑ i, ∑ j, (a i * b j - a j * b i) ^ 2 =
      2 * ((∑ i, a i ^ 2) * (∑ i, b i ^ 2) - (∑ i, a i * b i) ^ 2) := by
    have e : ∀ i j, (a i * b j - a j * b i) ^ 2 =
        a i ^ 2 * b j ^ 2 + b i ^ 2 * a j ^ 2 - 2 * ((a i * b i) * (a j * b j)) := by
      intro i j
      ring
    simp only [e, Finset.sum_add_distrib, Finset.sum_sub_distrib, ← Finset.mul_sum,
      ← Finset.sum_mul]
    ring
  -- it also splits into the pairs `i < j` and the pairs `j < i`
  have hsplit : ∑ i, ∑ j, (a i * b j - a j * b i) ^ 2 =
      (∑ i, ∑ j, if i < j then (a i * b j - a j * b i) ^ 2 else 0) +
        ∑ i, ∑ j, if j < i then (a j * b i - a i * b j) ^ 2 else 0 := by
    rw [← Finset.sum_add_distrib]
    refine Finset.sum_congr rfl fun i _ => ?_
    rw [← Finset.sum_add_distrib]
    refine Finset.sum_congr rfl fun j _ => ?_
    rcases lt_trichotomy i j with h | h | h
    · rw [if_pos h, if_neg (lt_asymm h)]
      ring
    · subst h
      simp
    · rw [if_neg (lt_asymm h), if_pos h]
      ring
  have hswap : (∑ i, ∑ j, if j < i then (a j * b i - a i * b j) ^ 2 else 0) =
      ∑ i, ∑ j, if i < j then (a i * b j - a j * b i) ^ 2 else 0 := Finset.sum_comm
  simp only [Finset.sum_filter]
  linarith

/-- Where the orbitals are differentiable and the density is positive, the Pauli kinetic energy
density is the sum over pairs `i < j` of the squared Wronskians divided by `2 n`. -/
theorem pauliDensity_eq_sum_wronskian {f : Fin N → ℝ → ℝ} {x : ℝ}
    (hf : ∀ i, DifferentiableAt ℝ (f i) x) (hn : 0 < density f x) :
    pauliDensity f x =
      ∑ i, ∑ j with i < j, wronskian (f i) (f j) x ^ 2 / (2 * density f x) := by
  have hL : density f x * (∑ i, deriv (f i) x ^ 2) - (∑ i, f i x * deriv (f i) x) ^ 2 =
      ∑ i, ∑ j with i < j, wronskian (f i) (f j) x ^ 2 :=
    lagrange_identity (fun i => f i x) (fun i => deriv (f i) x)
  simp only [← Finset.sum_div]
  rw [← hL, pauliDensity, kineticDensity, weizsaeckerDensity, (hasDerivAt_density hf).deriv]
  linear_combination (-(∑ i, deriv (f i) x ^ 2) / 2) * mul_inv_cancel₀ hn.ne'

/-- Where the orbitals are differentiable and the density is positive, the Pauli kinetic energy
density vanishes exactly when the Wronskians of all pairs of orbitals vanish. -/
theorem pauliDensity_eq_zero_iff {f : Fin N → ℝ → ℝ} {x : ℝ}
    (hf : ∀ i, DifferentiableAt ℝ (f i) x) (hn : 0 < density f x) :
    pauliDensity f x = 0 ↔ ∀ i j, wronskian (f i) (f j) x = 0 := by
  rw [pauliDensity_eq_sum_wronskian hf hn]
  constructor
  · intro h
    have hpos : ∀ i j, 0 ≤ wronskian (f i) (f j) x ^ 2 / (2 * density f x) :=
      fun i j => by positivity
    -- every term of a vanishing sum of non-negative terms is zero
    have h0 : ∀ i j, i < j → wronskian (f i) (f j) x = 0 := by
      intro i j hij
      have h1 := (Finset.sum_eq_zero_iff_of_nonneg
        (fun i _ => Finset.sum_nonneg fun j _ => hpos i j)).1 h i (Finset.mem_univ i)
      have h2 := (Finset.sum_eq_zero_iff_of_nonneg (fun j _ => hpos i j)).1 h1 j (by simp [hij])
      exact (pow_eq_zero_iff two_ne_zero).1
        ((div_eq_zero_iff.1 h2).resolve_right (mul_pos two_pos hn).ne')
    intro i j
    rcases lt_trichotomy i j with hij | hij | hij
    · exact h0 i j hij
    · subst hij
      simp [wronskian]
    · have h3 := h0 j i hij
      unfold wronskian at h3 ⊢
      linarith
  · intro h
    exact Finset.sum_eq_zero fun i _ => Finset.sum_eq_zero fun j _ => by rw [h i j]; simp

/-- For differentiable orbitals whose density is positive on the whole line, the Pauli kinetic
energy density vanishes everywhere exactly when each orbital is a constant multiple of `√n`. -/
theorem pauliDensity_eq_zero_everywhere_iff {f : Fin N → ℝ → ℝ}
    (hf : ∀ i, Differentiable ℝ (f i)) (hn : ∀ x, 0 < density f x) :
    (∀ x, pauliDensity f x = 0) ↔
      ∃ c : Fin N → ℝ, ∀ i x, f i x = c i * √(density f x) := by
  have key := fun x => pauliDensity_eq_zero_iff (fun i => hf i x) (hn x)
  have hs := fun x => (hasDerivAt_density fun i => hf i x).sqrt (hn x).ne'
  have hs0 : ∀ x, √(density f x) ≠ 0 := fun x => (Real.sqrt_pos.2 (hn x)).ne'
  constructor
  · intro h
    refine ⟨fun i => f i 0 / √(density f 0), fun i x => ?_⟩
    -- the ratio of an orbital to `√n` has zero derivative
    have hd : ∀ y, HasDerivAt (fun z => f i z / √(density f z)) 0 y := by
      intro y
      have hW : deriv (f i) y * density f y = f i y * ∑ j, f j y * deriv (f j) y := by
        rw [density, Finset.mul_sum, Finset.mul_sum]
        refine Finset.sum_congr rfl fun j _ => ?_
        have hij := (key y).1 (h y) i j
        unfold wronskian at hij
        linear_combination (-f j y) * hij
      have hnum : deriv (f i) y * √(density f y) -
          f i y * (2 * (∑ j, f j y * deriv (f j) y) / (2 * √(density f y))) = 0 := by
        rw [mul_div_mul_left _ _ (two_ne_zero : (2 : ℝ) ≠ 0), ← mul_div_assoc, ← hW,
          sub_eq_zero, eq_div_iff (hs0 y), mul_assoc, Real.mul_self_sqrt (hn y).le]
      refine ((hf i y).hasDerivAt.fun_div (hs y) (hs0 y)).congr_deriv ?_
      rw [hnum, zero_div]
    have hc := is_const_of_deriv_eq_zero (fun y => (hd y).differentiableAt)
      (fun y => (hd y).deriv) x 0
    exact (div_eq_iff (hs0 x)).1 hc
  · rintro ⟨c, hc⟩ x
    refine (key x).2 fun i j => ?_
    have hder : ∀ i, deriv (f i) x = c i * deriv (fun y => √(density f y)) x := fun i =>
      (((hs x).differentiableAt.hasDerivAt.const_mul (c i)).congr_of_eventuallyEq
        (Filter.Eventually.of_forall (hc i))).deriv
    rw [wronskian, hder i, hder j, hc i x, hc j x]
    ring

/-- The two orbitals `cos (k x)` and `sin (k x)` have density one and Pauli kinetic energy
density `k² / 2` at every point. -/
theorem pauliDensity_cos_sin (k x : ℝ) :
    density ![fun y => Real.cos (k * y), fun y => Real.sin (k * y)] x = 1 ∧
      pauliDensity ![fun y => Real.cos (k * y), fun y => Real.sin (k * y)] x = k ^ 2 / 2 := by
  have hc : HasDerivAt (fun y => Real.cos (k * y)) (-Real.sin (k * x) * k) x :=
    ((hasDerivAt_id' x).const_mul k).cos.congr_deriv (by ring)
  have hs : HasDerivAt (fun y => Real.sin (k * y)) (Real.cos (k * x) * k) x :=
    ((hasDerivAt_id' x).const_mul k).sin.congr_deriv (by ring)
  have hn : density ![fun y => Real.cos (k * y), fun y => Real.sin (k * y)] x = 1 := by
    simp [density, Fin.sum_univ_two]
  -- the single Wronskian is the wave number
  have hW : wronskian (fun y => Real.cos (k * y)) (fun y => Real.sin (k * y)) x = k := by
    simp only [wronskian, hc.deriv, hs.deriv]
    linear_combination k * Real.sin_sq_add_cos_sq (k * x)
  refine ⟨hn, ?_⟩
  rw [pauliDensity_eq_sum_wronskian
    (Fin.forall_fin_two.2 ⟨hc.differentiableAt, hs.differentiableAt⟩)
    (by rw [hn]; exact one_pos), hn]
  simp [Finset.sum_filter, Fin.sum_univ_two, hW]

end

end PauliWronskian
```

```lean
#print axioms PauliWronskian.pauliDensity_eq_sum_wronskian
#print axioms PauliWronskian.pauliDensity_eq_zero_everywhere_iff
#print axioms PauliWronskian.pauliDensity_cos_sin
```

```
'PauliWronskian.pauliDensity_eq_sum_wronskian' depends on axioms: [propext, Classical.choice, Quot.sound]
'PauliWronskian.pauliDensity_eq_zero_everywhere_iff' depends on axioms: [propext, Classical.choice, Quot.sound]
'PauliWronskian.pauliDensity_cos_sin' depends on axioms: [propext, Classical.choice, Quot.sound]
```

## How the Lean proof is built

`hasDerivAt_density` is the product rule, summed over the orbitals. It also supplies the differentiability of $n$, which is therefore not a separate hypothesis.

In `lagrange_identity`, `hfull` evaluates the sum over ordered pairs as twice the defect. Then `hsplit` separates it by the order of the indices, and `hswap` exchanges the two summations to show that the halves are equal. `linarith` combines the three facts.

The main theorem applies this identity to the orbital values and derivatives at `x`, and inserts the formula for $n'$. The closing `linear_combination` cancels $n$ against its inverse, which is where positivity enters.

For the zero criterion, `Finset.sum_eq_zero_iff_of_nonneg` is used twice, once for each summation. This gives $W_{ij}=0$ for $i<j$, and antisymmetry gives the remaining pairs.

In `pauliDensity_eq_zero_everywhere_iff`, `hW` is the relation $n f_i'=f_i\sum_j f_jf_j'$, obtained by multiplying each vanishing Wronskian by $f_j$ and summing. `hnum` uses it to show that the numerator in the quotient rule is zero. A function with zero derivative on the line is constant, and evaluation at the origin gives $c_i=f_i(0)/\sqrt{n(0)}$. The converse differentiates $f_i=c_i\sqrt n$ and substitutes into the Wronskian.

`pauliDensity_cos_sin` computes the density and the single Wronskian from $\sin^2+\cos^2=1$, then applies the main identity.
